# For a homogeneous harmonic polynomial p of degree l, x × ∇p is harmonic, orthogonal to x and divergence-free, with curl −(l+1)∇p

A vector spherical harmonic can be treated as a field on the sphere, in angular coordinates, or, extended off the unit sphere by a suitable power of the radius, as a polynomial field in Cartesian coordinates. The second description is used here: a scalar is a real polynomial in \(x_0,x_1,x_2\), a vector field is a triple of such polynomials, and \(\partial_i\) is the formal partial derivative `pderiv i`. There are no limits, no coordinate singularities at the poles and no smoothness conditions.

```lean
import Mathlib

open MvPolynomial
open scoped Matrix

namespace VectorSphericalHarmonics

noncomputable section

/-- Real polynomials in the three Cartesian coordinates. -/
abbrev Poly := MvPolynomial (Fin 3) ℝ
```

The differential operators are the usual Cartesian ones, with indices running over 0, 1, 2. The gradient is \((\nabla p)_i=\partial_i p\).

```lean
/-- The gradient of a polynomial. -/
def grad (p : Poly) : Fin 3 → Poly := fun i => pderiv i p
```

The divergence is \(\nabla\cdot V=\sum_i\partial_iV_i\).

```lean
/-- The divergence of a polynomial vector field. -/
def divergence (V : Fin 3 → Poly) : Poly := ∑ i, pderiv i (V i)
```

The curl has the right-handed sign convention, \((\nabla\times V)_0=\partial_1V_2-\partial_2V_1\) and cyclic permutations.

```lean
/-- The curl of a polynomial vector field. -/
def curl (V : Fin 3 → Poly) : Fin 3 → Poly :=
  ![pderiv 1 (V 2) - pderiv 2 (V 1),
    pderiv 2 (V 0) - pderiv 0 (V 2),
    pderiv 0 (V 1) - pderiv 1 (V 0)]
```

The Laplacian is \(\Delta p=\sum_i\partial_i^2p\), and "harmonic" means \(\Delta p=0\) as a polynomial.

```lean
/-- The Laplacian of a polynomial. -/
def laplacian (p : Poly) : Poly := ∑ i, pderiv i (pderiv i p)
```

The field studied is \(V=x\times\nabla p\). In Lean the position vector is `X`, the function that sends each index to its coordinate. With \(L=-i\hbar\,x\times\nabla\), the orbital angular momentum of a single spinless particle, \(V=(i/\hbar)Lp\).

```lean
/-- The vector field `x × ∇p`, where `x` is the position vector. -/
def rCrossGrad (p : Poly) : Fin 3 → Poly := crossProduct (X : Fin 3 → Poly) (grad p)
```

Written out,
\[
V=(x_1\partial_2p-x_2\partial_1p,\; x_2\partial_0p-x_0\partial_2p,\; x_0\partial_1p-x_1\partial_0p).
\]

```lean
/-- The Cartesian components of `x × ∇p`. -/
lemma rCrossGrad_eq (p : Poly) : rCrossGrad p =
    ![X 1 * pderiv 2 p - X 2 * pderiv 1 p,
      X 2 * pderiv 0 p - X 0 * pderiv 2 p,
      X 0 * pderiv 1 p - X 1 * pderiv 0 p] :=
  cross_apply _ _
```

## Derivatives that commute

Two facts carry the calculus. The first is \(\partial_ix_j=\delta_{ij}\).

```lean
/-- The derivative of one coordinate with respect to another is the Kronecker delta. -/
lemma pderiv_coord (i j : Fin 3) :
    pderiv i (X j : Poly) = if i = j then 1 else 0 := by
  by_cases h : i = j
  · subst h
    simp
  · rw [if_neg h, pderiv_X_of_ne (Ne.symm h)]
```

The second is \(\partial_i\partial_jp=\partial_j\partial_ip\). The commutator \([\partial_i,\partial_j]\) obeys the product rule, so it is fixed by its values on the coordinates. There it gives derivatives of the constants 0 and 1, which vanish.

```lean
/-- Partial derivatives of a polynomial commute. -/
lemma pderiv_comm (i j : Fin 3) (p : Poly) :
    pderiv i (pderiv j p) = pderiv j (pderiv i p) := by
  -- the commutator is a derivation that kills every coordinate
  have h : ⁅(pderiv i : Derivation ℝ Poly Poly), (pderiv j : Derivation ℝ Poly Poly)⁆ = 0 := by
    apply MvPolynomial.derivation_ext
    intro k
    rw [Derivation.commutator_apply, pderiv_coord, pderiv_coord]
    split_ifs <;> simp
  have h2 : ⁅(pderiv i : Derivation ℝ Poly Poly), (pderiv j : Derivation ℝ Poly Poly)⁆ p = 0 := by
    rw [h]
    rfl
  rwa [Derivation.commutator_apply, sub_eq_zero] at h2
```

## Identities that hold for every polynomial

By the product rule, \(\Delta(x_j\partial_kp)=x_j\partial_k\Delta p+2\,\partial_j\partial_kp\). Each component of \(V\) is a difference of two such terms with \(j\) and \(k\) exchanged, so the second derivatives cancel:
\[
\Delta(x\times\nabla p)_i=(x\times\nabla\Delta p)_i .
\]
This is the commutation of angular momentum with the free-particle kinetic energy, here for polynomial functions. The proof expands each component, puts mixed derivatives in one order, and leaves the algebra to `ring`.

```lean
/-- The Laplacian commutes with the operator `x × ∇`, component by component. -/
theorem laplacian_rCrossGrad (p : Poly) (i : Fin 3) :
    laplacian (rCrossGrad p i) = rCrossGrad (laplacian p) i := by
  fin_cases i <;>
    simp [laplacian, rCrossGrad_eq, Fin.sum_univ_three,
      pderiv_comm 1 0, pderiv_comm 2 0, pderiv_comm 2 1] <;> ring
```

A cross product is orthogonal to its first factor, so \(x\cdot V=0\).

```lean
/-- The field `x × ∇p` is orthogonal to the position vector. -/
theorem position_dot_rCrossGrad (p : Poly) : (X : Fin 3 → Poly) ⬝ᵥ rCrossGrad p = 0 :=
  dot_self_cross _ _
```

In \(\nabla\cdot V\), no component \(V_i\) contains \(x_i\) as an explicit factor, so only second derivatives of \(p\) remain:
\[
x_1\partial_0\partial_2p-x_2\partial_0\partial_1p+x_2\partial_1\partial_0p-x_0\partial_1\partial_2p+x_0\partial_2\partial_1p-x_1\partial_2\partial_0p=0 .
\]

```lean
/-- The field `x × ∇p` has zero divergence. -/
theorem divergence_rCrossGrad (p : Poly) : divergence (rCrossGrad p) = 0 := by
  simp [divergence, rCrossGrad_eq, Fin.sum_univ_three,
    pderiv_comm 1 0, pderiv_comm 2 0, pderiv_comm 2 1]
```

## The curl of a homogeneous polynomial's field

Let \(p\) be homogeneous of degree \(l\), a natural number: every monomial in \(p\) has total degree \(l\). Euler's identity is \(\sum_jx_j\partial_jp=l\,p\). Applying \(\partial_i\) gives
\[
\partial_ip+\sum_jx_j\partial_j\partial_ip=l\,\partial_ip ,
\]
where the first term comes from \(\partial_ix_j=\delta_{ij}\).

```lean
/-- Euler's identity differentiated once: `∂ᵢp + (x·∇)∂ᵢp = l ∂ᵢp` for `p` homogeneous
of degree `l`. -/
lemma euler_grad {p : Poly} {l : ℕ} (hp : p.IsHomogeneous l) (i : Fin 3) :
    pderiv i p + ∑ j, X j * pderiv j (pderiv i p) = l • pderiv i p := by
  have h := congrArg (pderiv i) hp.sum_X_mul_pderiv
  rw [map_sum, map_nsmul] at h
  rw [← h]
  have h2 : ∀ j, pderiv i (X j * pderiv j p) =
      (if i = j then 1 else 0) * pderiv j p + X j * pderiv j (pderiv i p) := by
    intro j
    rw [pderiv_mul, pderiv_coord, pderiv_comm i j]
  rw [Finset.sum_congr rfl (fun j _ => h2 j), Finset.sum_add_distrib]
  congr 1
  simp
```

For the component 0 of the curl,
\[
\begin{aligned}
\partial_1V_2-\partial_2V_1
&=x_0(\partial_1^2p+\partial_2^2p)-2\,\partial_0p-x_1\partial_1\partial_0p-x_2\partial_2\partial_0p\\
&=x_0\Delta p-2\,\partial_0p-\sum_jx_j\partial_j\partial_0p\\
&=x_0\Delta p-(l+1)\,\partial_0p .
\end{aligned}
\]
The second line adds and subtracts \(x_0\partial_0^2p\); the third uses the differentiated Euler identity. The other components follow cyclically. In Lean, `e` is that identity, and `linear_combination -e` performs the last substitution.

```lean
/-- For every homogeneous `p` of degree `l`, harmonic or not,
`curl (x × ∇p) = x Δp - (l+1) ∇p`. -/
theorem curl_rCrossGrad {p : Poly} {l : ℕ} (hp : p.IsHomogeneous l) (i : Fin 3) :
    curl (rCrossGrad p) i = X i * laplacian p - (l + 1) • grad p i := by
  have e := euler_grad hp i
  fin_cases i <;>
    simp [curl, rCrossGrad_eq, laplacian, grad, Fin.sum_univ_three,
      pderiv_comm 1 0, pderiv_comm 2 0, pderiv_comm 2 1] at e ⊢ <;>
    linear_combination -e
```

The term \(x\,\Delta p\) shows what harmonicity does. Take \(p=x_0^2+x_1^2+x_2^2\), which is homogeneous of degree 2 but has \(\Delta p=6\). Then \(\nabla p=2x\), so \(V=0\) and its curl is zero, whereas \(-(l+1)\nabla p=-6x\).

## The harmonic case

Now assume \(\Delta p=0\) as well. The commutation identity gives \(\Delta V_i=(x\times\nabla 0)_i=0\), and the curl formula loses its first term:
\[
\Delta V_i=0,\qquad x\cdot V=0,\qquad \nabla\cdot V=0,\qquad \nabla\times V=-(l+1)\nabla p .
\]
The theorem states these four facts as a conjunction, with `hp` for homogeneity and `harm` for \(\Delta p=0\). The case \(l=0\) is included: \(p\) is then constant and both sides of the curl equation vanish.

```lean
/-- For a harmonic polynomial `p`, homogeneous of degree `l`, the field `V = x × ∇p` has
harmonic components, is orthogonal to `x`, has zero divergence, and has
`curl V = -(l+1) ∇p`. -/
theorem vector_spherical_harmonic {p : Poly} {l : ℕ} (hp : p.IsHomogeneous l)
    (harm : laplacian p = 0) :
    (∀ i, laplacian (rCrossGrad p i) = 0) ∧
    (X : Fin 3 → Poly) ⬝ᵥ rCrossGrad p = 0 ∧
    divergence (rCrossGrad p) = 0 ∧
    curl (rCrossGrad p) = -((l + 1) • grad p) := by
  refine ⟨fun i => ?_, position_dot_rCrossGrad p, divergence_rCrossGrad p, ?_⟩
  · -- the Laplacian passes through `x × ∇` and meets `p`
    rw [laplacian_rCrossGrad, harm]
    fin_cases i <;> simp [rCrossGrad_eq]
  · funext i
    rw [curl_rCrossGrad hp, harm, mul_zero, zero_sub]
    rfl
```

This covers one of the three usual families of vector spherical harmonics, the one built with \(x\times\nabla\), in unnormalised solid form. Orthogonality on the sphere and completeness are not addressed.

Taking the dot product of the curl with \(x\) and using Euler's identity once more,
\[
x\cdot(\nabla\times V)=-(l+1)\sum_jx_j\partial_jp=-l(l+1)\,p .
\]
The factor \(l(l+1)\) is the familiar eigenvalue of \(L^2/\hbar^2\).

```lean
/-- For a harmonic polynomial `p`, homogeneous of degree `l`: `x · curl (x × ∇p) = -l(l+1) p`. -/
theorem position_dot_curl {p : Poly} {l : ℕ} (hp : p.IsHomogeneous l)
    (harm : laplacian p = 0) :
    (X : Fin 3 → Poly) ⬝ᵥ curl (rCrossGrad p) = -((l * (l + 1)) • p) := by
  rw [(vector_spherical_harmonic hp harm).2.2.2]
  have e := hp.sum_X_mul_pderiv
  simp only [dotProduct, grad, Pi.neg_apply, Pi.smul_apply, Fin.sum_univ_three] at e ⊢
  simp only [nsmul_eq_mul] at e ⊢
  push_cast
  linear_combination (-((l : Poly) + 1)) * e
```

It follows that \(V\) is nonzero when \(l\neq0\) and \(p\neq0\). If \(V\) vanished, so would its curl, giving \(l(l+1)p=0\). A product of polynomials is zero only if a factor is, which contradicts one of the two assumptions.

```lean
/-- A nonzero harmonic polynomial `p`, homogeneous of degree `l ≠ 0`, gives a nonzero field `x ×
∇p`. -/
theorem rCrossGrad_ne_zero {p : Poly} {l : ℕ} (hp : p.IsHomogeneous l)
    (harm : laplacian p = 0) (hl : l ≠ 0) (hp0 : p ≠ 0) : rCrossGrad p ≠ 0 := by
  intro h0
  have hc : curl 0 = 0 := by
    funext i
    fin_cases i <;> simp [curl]
  -- a vanishing field would have a vanishing radial curl, hence `l(l+1) p = 0`
  have h := position_dot_curl hp harm
  rw [h0, hc, dotProduct_zero] at h
  have h2 : (l * (l + 1)) • p = 0 := neg_eq_zero.mp h.symm
  rw [nsmul_eq_mul, mul_eq_zero] at h2
  rcases h2 with h3 | h3
  · have h4 : l * (l + 1) = 0 := Nat.cast_eq_zero.mp h3
    exact hl (by simpa using h4)
  · exact hp0 h3
```

## The field of x₀x₁

For \(p=x_0x_1\), which has degree 2 and is harmonic, \(\nabla p=(x_1,x_0,0)\) and
\[
V=(-x_0x_2,\;x_1x_2,\;x_0^2-x_1^2).
\]
At the point \(x=(1,2,3)\) this gives \(V=(-3,6,-3)\), and \(x\cdot V=-3+12-9=0\). Differentiating \(V\) gives \(\nabla\times V=(-3x_1,-3x_0,0)\), which is \((-6,-3,0)\) at this point and equals \(-3\nabla p\). Its dot product with \(x\) is \(-12\), in agreement with \(-l(l+1)p=-6\cdot2\).

The last theorem checks the degree, the harmonicity and the polynomial form of \(V\).

```lean
/-- The polynomial `x₀x₁` is homogeneous of degree 2 and harmonic, and its field `x × ∇p` is
`(-x₀x₂, x₁x₂, x₀² - x₁²)`. -/
theorem vector_spherical_harmonic_witness :
    (X 0 * X 1 : Poly).IsHomogeneous 2 ∧ laplacian (X 0 * X 1) = 0 ∧
    rCrossGrad (X 0 * X 1) = ![-(X 0 * X 2), X 1 * X 2, X 0 ^ 2 - X 1 ^ 2] := by
  refine ⟨(isHomogeneous_X ℝ 0).mul (isHomogeneous_X ℝ 1), ?_, ?_⟩
  · simp [laplacian, Fin.sum_univ_three, pderiv_mul, pderiv_coord]
  · funext i
    fin_cases i <;> simp [rCrossGrad_eq, pderiv_mul, pderiv_coord] <;> ring

end

end VectorSphericalHarmonics
```

```lean
#print axioms VectorSphericalHarmonics.vector_spherical_harmonic
-- 'VectorSphericalHarmonics.vector_spherical_harmonic' depends on axioms: [propext, Classical.choice, Quot.sound]
#print axioms VectorSphericalHarmonics.rCrossGrad_ne_zero
-- 'VectorSphericalHarmonics.rCrossGrad_ne_zero' depends on axioms: [propext, Classical.choice, Quot.sound]
```
